# A logarithmic twist of aligned XY spins on the square lattice costs vanishing energy as its radius grows

The energy is taken as a sum over all of $\mathbb Z^2$, not over a finite box, and each site owns two bonds, one to its right neighbour and one to its upper neighbour. Every nearest-neighbour bond is then counted exactly once. Lean's infinite sum is zero by convention when a series diverges, so the energy bound is stated together with a proof of convergence.

## Turning one spin by spreading the rotation

Consider classical planar spins with angles $\phi_x$ and energy $-J\cos(\phi_x-\phi_y)$ on each bond, with $J>0$. Start from the aligned state and turn the spin at $x$ by $\theta f(x)$, where $f=1$ at the origin and $f=0$ far away. In units of $J$, the cost is the sum of $1-\cos(\theta\,\Delta f)$ over bonds, where $\Delta f$ is the difference of $f$ along the bond.

Let $r(x)=\max(|x_1|,|x_2|)$. For an integer $R\ge 1$, the logarithmic twist is $f(x)=g(r(x))$ with

$$g(k)=1-\frac{\log(1+k)}{\log(1+R)}\quad(k\le R),\qquad g(k)=0\quad(k>R).$$

Energy estimates of this kind enter proofs that the classical nearest-neighbour XY model on the square lattice has no spontaneous magnetisation at positive temperature. The result here concerns the energy of one deformation of a perfectly aligned classical state; it contains no temperature and no thermal average.

## The bound and the two limits

Write $E(R)$ for the sum of $(\Delta f)^2$ over all bonds. For every integer $R\ge1$ the sum converges, and

$$E(R)\le\frac{8(1+\log R)}{\log(1+R)^2}.$$

Hence $E(R)\to0$ as $R\to\infty$. For each fixed real $\theta$, the XY cost also tends to zero, although the central spin is always turned by the full $\theta$.

In Lean, `supRadius` is $r$, `twistProfile R` is $g$ and `twist R` is $f$. The function `bondCost w f` adds a bond energy `w` over the two bonds of a site, and `latticeCost w f` sums this over the lattice. The choice `w t = t ^ 2` gives $E(R)$, and `w t = 1 - cos (θ * t)` gives the XY cost with $J=1$.

## Counting bonds between square shells

Take the horizontal bond from $(a,b)$ to $(a+1,b)$ and let $k=\min(|a|,|a+1|)$. The numbers $|a|$ and $|a+1|$ are $k$ and $k+1$ in some order.

- If $|b|\le k$, the ends of the bond lie on shells $k$ and $k+1$.
- If $|b|>k$, both ends lie on shell $|b|$, and $\Delta f=0$.

The first case holds for $2k+1$ values of $b$. Two values of $a$ give the same $k$, namely $k$ and $-k-1$, so $2(2k+1)$ horizontal bonds join the two shells. Reflection in the diagonal gives as many vertical ones. Since $g(k)=0$ for $k\ge R$,

$$E(R)=\sum_{k=0}^{R-1}4(2k+1)\,\bigl(g(k+1)-g(k)\bigr)^2.$$

## Summing the logarithmic increments

For $k<R$, the inequality $\log y\le y-1$ with $y=(k+2)/(k+1)$ gives

$$0\le g(k)-g(k+1)=\frac{1}{\log(1+R)}\log\frac{k+2}{k+1}\le\frac{1}{(k+1)\log(1+R)}.$$

The weight of the shell satisfies

$$\frac{4(2k+1)}{(k+1)^2}=\frac{8}{k+1}-\frac{4}{(k+1)^2}\le\frac{8}{k+1}.$$

Comparison with $\int_1^R dx/x$ gives $\sum_{k=0}^{R-1}1/(k+1)\le1+\log R$, and the bound follows.

For the limit, put $L=\log(1+R)$. Since $\log R\le L$, we have $0\le E(R)\le 8(1/L^2+1/L)\to0$. Finally, $1-\cos t\le t^2/2$ with $t=\theta\,\Delta f$ on each bond shows that the XY cost is at most $\theta^2E(R)/2$.

## Evaluating the cost in a program

The shell formula replaces a double loop over sites by a single loop over $k$. The case $R=1$ is a quick check of the innermost term $k=0$, though not of the weights of the outer shells: only the central spin turns, so $E(1)=4$ and the XY cost is $4(1-\cos\theta)$.

The decay is slow. For large $k$ the increment $\log\frac{k+2}{k+1}$ is close to $1/(k+1)$, so the shell formula gives $E(R)\approx 8/\log R$ for large $R$; this asymptotic form is not part of the Lean file. The proved upper bound on $E(R)$ is about $2.1$ at $R=100$ and about $0.96$ at $R=10^4$. In the classical nearest-neighbour XY model on the infinite square lattice, the central spin of an aligned state can thus be turned by a fixed angle, with all distant spins left in place, at arbitrarily small energy. With this profile and an angle of order one, making that energy small takes a very large lattice.

## The complete Lean file

```lean
import Mathlib

open Filter Topology

namespace LogarithmicSpinTwist

noncomputable section

/-- The distance of a lattice site from the origin in the maximum norm. -/
def supRadius (x : ℤ × ℤ) : ℕ := max x.1.natAbs x.2.natAbs

/-- The logarithmic profile as a function of the shell number `k`, cut off at radius `R`. -/
def twistProfile (R k : ℕ) : ℝ :=
  if k ≤ R then 1 - Real.log (1 + k) / Real.log (1 + R) else 0

/-- The logarithmic twist on the square lattice. -/
def twist (R : ℕ) (x : ℤ × ℤ) : ℝ := twistProfile R (supRadius x)

/-- The cost `w` of the differences of `f` along the right and the upper bond of the site `x`. -/
def bondCost (w : ℝ → ℝ) (f : ℤ × ℤ → ℝ) (x : ℤ × ℤ) : ℝ :=
  w (f (x.1 + 1, x.2) - f x) + w (f (x.1, x.2 + 1) - f x)

/-- The total cost over all nearest-neighbour bonds of the square lattice. -/
def latticeCost (w : ℝ → ℝ) (f : ℤ × ℤ → ℝ) : ℝ := ∑' x, bondCost w f x

/-- The smaller distance from the vertical axis of the two columns `a` and `a + 1`. -/
def column (a : ℤ) : ℕ := min a.natAbs (a + 1).natAbs

/-- For a radial function, a horizontal bond costs something only if it joins two
successive square shells. -/
theorem horizontal_bond {w : ℝ → ℝ} {g : ℕ → ℝ} (h0 : w 0 = 0)
    (hev : ∀ t, w (-t) = w t) (a b : ℤ) :
    w (g (supRadius (a + 1, b)) - g (supRadius (a, b))) =
      if b.natAbs ≤ column a then w (g (column a + 1) - g (column a)) else 0 := by
  split_ifs with hb
  · rcases le_or_gt 0 a with ha | ha
    · have h1 : supRadius (a + 1, b) = column a + 1 := by
        simp only [supRadius, column] at *; omega
      have h2 : supRadius (a, b) = column a := by
        simp only [supRadius, column] at *; omega
      rw [h1, h2]
    · -- on the left half-plane the bond points inwards
      have h1 : supRadius (a + 1, b) = column a := by
        simp only [supRadius, column] at *; omega
      have h2 : supRadius (a, b) = column a + 1 := by
        simp only [supRadius, column] at *; omega
      rw [h1, h2, ← hev (g (column a) - g (column a + 1)), neg_sub]
  · have h : supRadius (a + 1, b) = supRadius (a, b) := by
      simp only [supRadius, column] at *; omega
    rw [h, sub_self, h0]

/-- Each distance from the vertical axis occurs for two columns of horizontal bonds. -/
theorem sum_columns (F : ℕ → ℝ) (R : ℕ) :
    ∑ a ∈ Finset.Ico (-(R : ℤ)) R, F (column a) = ∑ k ∈ Finset.range R, 2 * F k := by
  induction R with
  | zero => simp
  | succ n ih =>
    have hs : Finset.Ico (-((n + 1 : ℕ) : ℤ)) ((n + 1 : ℕ) : ℤ) =
        insert (n : ℤ) (insert (-(n : ℤ) - 1) (Finset.Ico (-(n : ℤ)) n)) := by
      ext a
      simp only [Finset.mem_insert, Finset.mem_Ico]
      omega
    have h1 : (n : ℤ) ∉ insert (-(n : ℤ) - 1) (Finset.Ico (-(n : ℤ)) n) := by
      simp only [Finset.mem_insert, Finset.mem_Ico]; omega
    have h2 : (-(n : ℤ) - 1) ∉ Finset.Ico (-(n : ℤ)) n := by
      simp only [Finset.mem_Ico]; omega
    have c1 : column (n : ℤ) = n := by unfold column; omega
    have c2 : column (-(n : ℤ) - 1) = n := by unfold column; omega
    rw [hs, Finset.sum_insert h1, Finset.sum_insert h2, ih, c1, c2, Finset.sum_range_succ]
    ring

/-- The horizontal bonds between shells `k` and `k + 1` number `2 (2 k + 1)`, which gives
the horizontal cost of a radial function that vanishes from radius `R` on. -/
theorem hasSum_horizontal {w : ℝ → ℝ} {g : ℕ → ℝ} {R : ℕ} (h0 : w 0 = 0)
    (hev : ∀ t, w (-t) = w t) (hg : ∀ k, R ≤ k → g k = 0) :
    HasSum (fun x : ℤ × ℤ => w (g (supRadius (x.1 + 1, x.2)) - g (supRadius x)))
      (∑ k ∈ Finset.range R, 2 * ((2 * (k : ℝ) + 1) * w (g (k + 1) - g k))) := by
  have key : ∀ x : ℤ × ℤ, w (g (supRadius (x.1 + 1, x.2)) - g (supRadius x)) =
      if x.2.natAbs ≤ column x.1 then w (g (column x.1 + 1) - g (column x.1)) else 0 :=
    fun x => horizontal_bond h0 hev x.1 x.2
  simp only [key]
  have hs : ∑ x ∈ Finset.Ico (-(R : ℤ)) R ×ˢ Finset.Icc (-(R : ℤ)) R,
      (if x.2.natAbs ≤ column x.1 then w (g (column x.1 + 1) - g (column x.1)) else 0) =
      ∑ k ∈ Finset.range R, 2 * ((2 * (k : ℝ) + 1) * w (g (k + 1) - g k)) := by
    rw [Finset.sum_product]
    refine Eq.trans ?_ (sum_columns (fun k => (2 * (k : ℝ) + 1) * w (g (k + 1) - g k)) R)
    refine Finset.sum_congr rfl fun a ha => ?_
    dsimp only
    have hm : column a < R := by
      rw [Finset.mem_Ico] at ha; unfold column; omega
    -- the contributing bonds of this column
    have hf : (Finset.Icc (-(R : ℤ)) R).filter (fun b => b.natAbs ≤ column a) =
        Finset.Icc (-(column a : ℤ)) (column a) := by
      ext b; simp only [Finset.mem_filter, Finset.mem_Icc]; omega
    have hc : ((column a : ℤ) + 1 - -(column a : ℤ)).toNat = 2 * column a + 1 := by omega
    have hcast : ((2 * column a + 1 : ℕ) : ℝ) = 2 * (column a : ℝ) + 1 := by norm_num
    rw [← Finset.sum_filter, hf, Finset.sum_const, Int.card_Icc, hc, nsmul_eq_mul, hcast]
  rw [← hs]
  refine hasSum_sum_of_ne_finset_zero fun x hx => ?_
  simp only [Finset.mem_product, Finset.mem_Ico, Finset.mem_Icc] at hx
  split_ifs with hb
  · have hm : R ≤ column x.1 := by unfold column at *; omega
    rw [hg (column x.1) hm, hg (column x.1 + 1) (by omega), sub_self, h0]
  · rfl

/-- The total bond cost of a radial function that vanishes from radius `R` on is a sum over
shells, with `4 (2 k + 1)` bonds between shells `k` and `k + 1`. -/
theorem hasSum_radial {w : ℝ → ℝ} {g : ℕ → ℝ} {R : ℕ} (h0 : w 0 = 0)
    (hev : ∀ t, w (-t) = w t) (hg : ∀ k, R ≤ k → g k = 0) :
    HasSum (bondCost w (fun x => g (supRadius x)))
      (∑ k ∈ Finset.range R, 4 * (2 * (k : ℝ) + 1) * w (g (k + 1) - g k)) := by
  have hh := hasSum_horizontal h0 hev hg
  have hsymm : ∀ a b : ℤ, supRadius (a, b) = supRadius (b, a) := fun a b => max_comm _ _
  -- vertical bonds are mirror images of horizontal ones
  have e : (fun x : ℤ × ℤ => w (g (supRadius (x.1, x.2 + 1)) - g (supRadius x))) =
      (fun x : ℤ × ℤ => w (g (supRadius (x.1 + 1, x.2)) - g (supRadius x))) ∘
        (Equiv.prodComm ℤ ℤ) := by
    funext ⟨a, b⟩
    change w (g (supRadius (a, b + 1)) - g (supRadius (a, b))) =
      w (g (supRadius (b + 1, a)) - g (supRadius (b, a)))
    rw [hsymm a (b + 1), hsymm a b]
  have hv := (Equiv.prodComm ℤ ℤ).hasSum_iff.mpr hh
  rw [← e] at hv
  have hsum : ∑ k ∈ Finset.range R, 4 * (2 * (k : ℝ) + 1) * w (g (k + 1) - g k) =
      ∑ k ∈ Finset.range R, 2 * ((2 * (k : ℝ) + 1) * w (g (k + 1) - g k)) +
      ∑ k ∈ Finset.range R, 2 * ((2 * (k : ℝ) + 1) * w (g (k + 1) - g k)) := by
    rw [← Finset.sum_add_distrib]
    exact Finset.sum_congr rfl fun k _ => by ring
  rw [hsum]
  exact hh.add hv

/-- The profile equals one at the origin and vanishes from radius `R` on. -/
theorem twistProfile_boundary {R : ℕ} (hR : 1 ≤ R) :
    twistProfile R 0 = 1 ∧ ∀ k, R ≤ k → twistProfile R k = 0 := by
  refine ⟨by simp [twistProfile], fun k hk => ?_⟩
  unfold twistProfile
  split_ifs with h
  · have hkR : k = R := le_antisymm h hk
    have hR' : (1 : ℝ) ≤ R := by exact_mod_cast hR
    have hL : 0 < Real.log (1 + (R : ℝ)) := Real.log_pos (by linarith)
    rw [hkR, div_self hL.ne', sub_self]
  · rfl

/-- Between shells `k` and `k + 1` the profile changes by at most `1 / ((k + 1) log (1 + R))`,
stated for the squares. -/
theorem increment_sq_le {R k : ℕ} (hk : k < R) :
    (twistProfile R (k + 1) - twistProfile R k) ^ 2 ≤
      (1 / ((k : ℝ) + 1)) ^ 2 / Real.log (1 + R) ^ 2 := by
  have hk0 : (0 : ℝ) ≤ k := Nat.cast_nonneg k
  have hd : twistProfile R (k + 1) - twistProfile R k =
      -(Real.log (1 + ((k : ℝ) + 1)) - Real.log (1 + k)) / Real.log (1 + R) := by
    unfold twistProfile
    rw [if_pos (by omega : k + 1 ≤ R), if_pos hk.le]
    push_cast
    ring
  have hlo : 0 ≤ Real.log (1 + ((k : ℝ) + 1)) - Real.log (1 + k) :=
    sub_nonneg.mpr (Real.log_le_log (by linarith) (by linarith))
  have hhi : Real.log (1 + ((k : ℝ) + 1)) - Real.log (1 + k) ≤ 1 / ((k : ℝ) + 1) := by
    rw [← Real.log_div (by positivity) (by positivity)]
    refine (Real.log_le_sub_one_of_pos (by positivity)).trans (le_of_eq ?_)
    have : (1 : ℝ) + k ≠ 0 := by positivity
    rw [add_comm (k : ℝ) 1, add_div, div_self this]
    ring
  rw [hd, div_pow, neg_sq]
  exact div_le_div_of_nonneg_right (pow_le_pow_left₀ hlo hhi 2) (sq_nonneg _)

/-- The nearest-neighbour sum of squared differences of the logarithmic twist converges and
is at most `8 (1 + log R) / log (1 + R) ^ 2`. -/
theorem twist_energy_le {R : ℕ} (hR : 1 ≤ R) :
    Summable (bondCost (fun t => t ^ 2) (twist R)) ∧
    latticeCost (fun t => t ^ 2) (twist R) ≤
      8 * (1 + Real.log R) / Real.log (1 + R) ^ 2 := by
  have h := hasSum_radial (w := fun t => t ^ 2) (g := twistProfile R) (by norm_num)
    (fun t => neg_sq t) (twistProfile_boundary hR).2
  refine ⟨h.summable, ?_⟩
  have e : latticeCost (fun t => t ^ 2) (twist R) = ∑ k ∈ Finset.range R,
      4 * (2 * (k : ℝ) + 1) * (twistProfile R (k + 1) - twistProfile R k) ^ 2 := h.tsum_eq
  have hR' : (1 : ℝ) ≤ R := by exact_mod_cast hR
  have hL : 0 < Real.log (1 + (R : ℝ)) := Real.log_pos (by linarith)
  have hH : ∑ k ∈ Finset.range R, ((k : ℝ) + 1)⁻¹ ≤ 1 + Real.log R := by
    have := harmonic_le_one_add_log R
    simpa [harmonic] using this
  rw [e]
  calc _ ≤ ∑ k ∈ Finset.range R, 8 / Real.log (1 + (R : ℝ)) ^ 2 * ((k : ℝ) + 1)⁻¹ := by
        refine Finset.sum_le_sum fun k hk => ?_
        have h1 := mul_le_mul_of_nonneg_left (increment_sq_le (Finset.mem_range.mp hk))
          (by positivity : (0 : ℝ) ≤ 4 * (2 * (k : ℝ) + 1))
        have h2 : 4 * (2 * (k : ℝ) + 1) *
            ((1 / ((k : ℝ) + 1)) ^ 2 / Real.log (1 + (R : ℝ)) ^ 2) =
            8 / Real.log (1 + (R : ℝ)) ^ 2 * ((k : ℝ) + 1)⁻¹ -
            4 * ((1 / ((k : ℝ) + 1)) ^ 2 / Real.log (1 + (R : ℝ)) ^ 2) := by
          field_simp
          ring
        have h3 : 0 ≤ 4 * ((1 / ((k : ℝ) + 1)) ^ 2 / Real.log (1 + (R : ℝ)) ^ 2) := by
          positivity
        linarith
    _ = 8 / Real.log (1 + (R : ℝ)) ^ 2 * ∑ k ∈ Finset.range R, ((k : ℝ) + 1)⁻¹ :=
        (Finset.mul_sum _ _ _).symm
    _ ≤ 8 / Real.log (1 + (R : ℝ)) ^ 2 * (1 + Real.log R) :=
        mul_le_mul_of_nonneg_left hH (by positivity)
    _ = _ := by ring

/-- The sum of squared differences of the logarithmic twist tends to zero as `R` grows. -/
theorem twist_energy_tendsto_zero :
    Tendsto (fun R : ℕ => latticeCost (fun t => t ^ 2) (twist R)) atTop (𝓝 0) := by
  have hL : Tendsto (fun R : ℕ => Real.log (1 + (R : ℝ))) atTop atTop :=
    Real.tendsto_log_atTop.comp
      (tendsto_atTop_add_const_left atTop 1 tendsto_natCast_atTop_atTop)
  have hi := hL.inv_tendsto_atTop
  have hlim : Tendsto (fun R : ℕ => 8 * ((Real.log (1 + (R : ℝ)))⁻¹ ^ 2 +
      (Real.log (1 + (R : ℝ)))⁻¹)) atTop (𝓝 0) := by
    simpa using ((hi.pow 2).add hi).const_mul 8
  refine squeeze_zero' (Eventually.of_forall fun R => tsum_nonneg fun x =>
    add_nonneg (sq_nonneg _) (sq_nonneg _)) ?_ hlim
  filter_upwards [eventually_ge_atTop 1] with R hR
  have hR' : (1 : ℝ) ≤ R := by exact_mod_cast hR
  have hp : 0 < Real.log (1 + (R : ℝ)) := Real.log_pos (by linarith)
  have hle : Real.log (R : ℝ) ≤ Real.log (1 + (R : ℝ)) :=
    Real.log_le_log (by linarith) (by linarith)
  refine (twist_energy_le hR).2.trans ?_
  calc _ ≤ 8 * (1 + Real.log (1 + (R : ℝ))) / Real.log (1 + (R : ℝ)) ^ 2 :=
        div_le_div_of_nonneg_right (by linarith) (sq_nonneg _)
    _ = _ := by field_simp

/-- Turning aligned XY spins by the angle `θ f(x)` costs, in units of the coupling, at most
`θ ^ 2 / 2` times the sum of squared differences of the twist `f`. -/
theorem xy_cost_le {R : ℕ} (hR : 1 ≤ R) (θ : ℝ) :
    latticeCost (fun t => 1 - Real.cos (θ * t)) (twist R) ≤
      θ ^ 2 / 2 * latticeCost (fun t => t ^ 2) (twist R) := by
  have h1 : Summable (bondCost (fun t => 1 - Real.cos (θ * t)) (twist R)) :=
    (hasSum_radial (w := fun t => 1 - Real.cos (θ * t)) (g := twistProfile R) (by simp)
      (fun t => by simp) (twistProfile_boundary hR).2).summable
  have hw : ∀ t : ℝ, 1 - Real.cos (θ * t) ≤ θ ^ 2 / 2 * t ^ 2 := fun t => by
    have := Real.one_sub_sq_div_two_le_cos (x := θ * t)
    nlinarith
  refine hasSum_le (fun x => ?_) h1.hasSum ((twist_energy_le hR).1.hasSum.mul_left (θ ^ 2 / 2))
  unfold bondCost
  rw [mul_add]
  exact add_le_add (hw _) (hw _)

/-- For every fixed angle `θ`, the XY energy cost of the logarithmic twist tends to zero as
`R` grows. -/
theorem xy_cost_tendsto_zero (θ : ℝ) :
    Tendsto (fun R : ℕ => latticeCost (fun t => 1 - Real.cos (θ * t)) (twist R))
      atTop (𝓝 0) := by
  refine squeeze_zero' (Eventually.of_forall fun R => tsum_nonneg fun x =>
    add_nonneg (sub_nonneg.mpr (Real.cos_le_one _)) (sub_nonneg.mpr (Real.cos_le_one _)))
    ((eventually_ge_atTop 1).mono fun R hR => xy_cost_le hR θ) ?_
  simpa using twist_energy_tendsto_zero.const_mul (θ ^ 2 / 2)

end

end LogarithmicSpinTwist
```

```lean
#print axioms LogarithmicSpinTwist.twist_energy_tendsto_zero
-- 'LogarithmicSpinTwist.twist_energy_tendsto_zero' depends on axioms: [propext, Classical.choice, Quot.sound]
#print axioms LogarithmicSpinTwist.xy_cost_tendsto_zero
-- 'LogarithmicSpinTwist.xy_cost_tendsto_zero' depends on axioms: [propext, Classical.choice, Quot.sound]
```

## How the proof counts the bonds

`horizontal_bond` is the case distinction on $|b|\le k$, with `column a` in the role of $k$. It also separates $a\ge0$ from $a<0$, because on the left half-plane a bond to the right points inwards and the difference changes sign. The integer inequalities are settled by `omega`.

`sum_columns` shows by induction that each $k$ occurs for two columns: passing from $n$ to $n+1$ adds the columns $n$ and $-n-1$. `hasSum_horizontal` sums over a finite box, counts the $2k+1$ contributing bonds of each column, and shows that all terms outside the box vanish. `hasSum_radial` adds the vertical bonds by exchanging the coordinates.

These lemmas hold for any bond energy with `w 0 = 0` and `w (-t) = w t`: equal neighbouring angles cost nothing, and the sense of rotation does not matter. Without evenness the shell formula fails. Take $w(t)=t$ and $R=1$, so that $f$ is $1$ at the origin and $0$ elsewhere. The two bonds owned by the origin contribute $-1$ each, and the two bonds arriving from the left and from below contribute $+1$ each. The true sum is $0$, while the formula gives $4w(-1)=-4$.

## How the proof reaches the limits

`twistProfile_boundary` supplies $g(0)=1$ and $g(k)=0$ for $k\ge R$. `increment_sq_le` is the squared form of the increment estimate.

In `twist_energy_le`, the `calc` block follows the hand derivation. Its step `h2` is the exact identity for the shell weight, `h3` says that the subtracted term is nonnegative, and Mathlib's `harmonic_le_one_add_log` bounds the harmonic sum.

`twist_energy_tendsto_zero` squeezes $E(R)$ between zero and $8(1/L^2+1/L)$. `xy_cost_le` compares the two convergent lattice sums site by site through the cosine inequality, and `xy_cost_tendsto_zero` applies a second squeeze at fixed $\theta$.
